# Hypervirial identities for stationary states of the one-mode Pauli–Fierz Hamiltonian

When a molecule is coupled to one cavity mode, a stationary state ties the mean photon coordinate to the mean dipole. To derive this relation from commutators alone, the operators are modelled as elements of an arbitrary complex algebra $A$, and the state as a linear functional $f$ on $A$, with $f(X)$ in the role of $\langle X\rangle$. No Hilbert space is chosen, and $f$ need be neither positive nor normalised.

Let $q$ and $p$ be the photon coordinate and momentum, $d$ the molecular dipole along the polarisation of the mode, $K$ the matter Hamiltonian, $\omega$ the mode frequency and $\lambda$ the coupling strength, with $\hbar=1$. For $\omega\neq0$, and with $q$ and $p$ commuting with $d$ and $K$, the main result is

$$\omega f(q)=\lambda f(d),\qquad f(p^2)=\omega f\big(q(\omega q-\lambda d)\big).$$

In cavity electronic-structure calculations that use this one-mode, dipole-approximation Hamiltonian, exact eigenstates obey both relations if the domain condition given below is met. A truncated photon basis need not obey them exactly.

```lean
import Mathlib

open Complex (I)
open scoped Polynomial

namespace PauliFierzHypervirial

noncomputable section

variable {A : Type*} [Ring A] [Algebra ℂ A]
```

## One mode, its commutators and its Hamiltonian

The photon operators satisfy $[q,p]=i$, and both commute with $d$ and $K$. Nothing is assumed about $[d,K]$, which is nonzero for a real molecule because $K$ contains kinetic energy. The structure `CavityMatter` records these five relations, with `I • 1` for the scalar $i$ in the algebra. Matrices of finite nonzero size cannot satisfy the first one, since the trace of a commutator is zero.

```lean
/-- The commutation relations of one cavity mode `q, p` with matter: `[q, p] = i`, and both
photon operators commute with the dipole `d` and the matter Hamiltonian `K`. -/
structure CavityMatter (q p d K : A) : Prop where
  ccr : q * p - p * q = I • (1 : A)
  q_d : Commute q d
  q_K : Commute q K
  p_d : Commute p d
  p_K : Commute p K
```

The dipole displaces the photon coordinate:

$$F=\omega q-\lambda d .$$

Up to sign and units, $F$ is the electric field of the mode in the length gauge. In Lean the coupling is called `lam`, and both parameters may be complex, although the physical ones are real.

```lean
/-- The cavity field operator `F = ω q - λ d`, the photon coordinate displaced by the dipole. -/
def cavityField (ω lam : ℂ) (q d : A) : A := ω • q - lam • d
```

The Hamiltonian is

$$H=K+\tfrac12\left(p^2+F^2\right).$$

Expanding $F^2$ gives the oscillator potential $\omega^2q^2/2$, the bilinear coupling $-\omega\lambda qd$ and the dipole self-energy $\lambda^2d^2/2$.

```lean
/-- The Pauli-Fierz Hamiltonian `H = K + (p² + (ω q - λ d)²) / 2` of one cavity mode. -/
def hamiltonian (ω lam : ℂ) (q p d K : A) : A :=
  K + (1 / 2 : ℂ) • (p ^ 2 + cavityField ω lam q d ^ 2)
```

In a stationary state no expectation value changes with time. By Heisenberg's equation, this means that $f([X,H])=0$ for every operator $X$, and the definition takes this as the meaning of stationarity.

```lean
/-- A linear functional is stationary for `H` if it vanishes on all commutators with `H`. -/
def Stationary (H : A) (f : A →ₗ[ℂ] ℂ) : Prop := ∀ X : A, f (X * H - H * X) = 0
```

## Equations of motion from scalar commutators

Suppose that $[X,p]=a$ and $[X,F]=b$ are scalars. For any $Y$ with $[X,Y]=c$ scalar,

$$[X,Y^2]=[X,Y]Y+Y[X,Y]=2cY .$$

Taking $Y=p$ and $Y=F$, and halving, gives

$$[X,H]=[X,K]+a\,p+b\,F .$$

In the proof, `sq` is the rule for squares, with `noncomm_ring` checking the product identity. The last line adds half of each instance.

```lean
variable {q p d K : A} {ω lam : ℂ} {f : A →ₗ[ℂ] ℂ}

/-- If `X` has scalar commutators `a` with `p` and `b` with the cavity field `F`, then
`[X, H] = [X, K] + a p + b F`. -/
theorem comm_hamiltonian (X : A) (a b : ℂ) (hp : X * p - p * X = a • (1 : A))
    (hF : X * cavityField ω lam q d - cavityField ω lam q d * X = b • (1 : A)) :
    X * hamiltonian ω lam q p d K - hamiltonian ω lam q p d K * X
      = (X * K - K * X) + a • p + b • cavityField ω lam q d := by
  -- a scalar commutator acts on a square like a derivative
  have sq : ∀ (Y : A) (c : ℂ), X * Y - Y * X = c • (1 : A) →
      X * Y ^ 2 - Y ^ 2 * X = (2 * c) • Y := by
    intro Y c h
    have e : X * Y ^ 2 - Y ^ 2 * X = (X * Y - Y * X) * Y + Y * (X * Y - Y * X) := by
      noncomm_ring
    rw [e, h, smul_mul_assoc, mul_smul_comm, one_mul, mul_one]
    module
  have h1 := sq p a hp
  have h2 := sq _ b hF
  simp only [hamiltonian, mul_add, add_mul, mul_smul_comm, smul_mul_assoc]
  linear_combination (norm := module) (1 / 2 : ℂ) • h1 + (1 / 2 : ℂ) • h2
```

For $X=p$ we have $[p,p]=0$, $[p,K]=0$ and

$$[p,F]=\omega[p,q]-\lambda[p,d]=-i\omega,$$

so that $[p,H]=-i\omega F$. In Heisenberg form this is $\dot p=-\omega F$.

```lean
/-- Under the relations `CavityMatter`, the commutator of the photon momentum with the Hamiltonian
is `[p, H] = -i ω F`. -/
theorem comm_p (h : CavityMatter q p d K) :
    p * hamiltonian ω lam q p d K - hamiltonian ω lam q p d K * p
      = (-(I * ω)) • cavityField ω lam q d := by
  have hF : p * cavityField ω lam q d - cavityField ω lam q d * p
      = (-(I * ω)) • (1 : A) := by
    simp only [cavityField, mul_sub, sub_mul, mul_smul_comm, smul_mul_assoc]
    linear_combination (norm := module) (-ω) • h.ccr - lam • h.p_d.eq
  rw [comm_hamiltonian p 0 (-(I * ω)) (by simp) hF, h.p_K.eq]
  module
```

For $X=q$ we have $[q,p]=i$, $[q,K]=0$ and $[q,F]=-\lambda[q,d]=0$. Hence $[q,H]=ip$, that is, $\dot q=p$.

```lean
/-- Under the relations `CavityMatter`, the commutator of the photon coordinate with the Hamiltonian
is `[q, H] = i p`. -/
theorem comm_q (h : CavityMatter q p d K) :
    q * hamiltonian ω lam q p d K - hamiltonian ω lam q p d K * q = I • p := by
  have hF : q * cavityField ω lam q d - cavityField ω lam q d * q = (0 : ℂ) • (1 : A) := by
    simp only [cavityField, mul_sub, sub_mul, mul_smul_comm, smul_mul_assoc]
    linear_combination (norm := module) (-lam) • h.q_d.eq
  rw [comm_hamiltonian q I 0 h.ccr hF, h.q_K.eq]
  module
```

## Zero mean field and the photon virial relation

Stationarity against $p$ gives

$$0=f([p,H])=-i\omega f(F).$$

Since $\omega\neq0$, $f(F)=0$, which is $\omega f(q)=\lambda f(d)$. For $\lambda\neq0$, a nonzero mean dipole therefore shifts the mean photon coordinate, while the mean of the field $F$ stays zero.

For the second identity, use the product $qp$:

$$[qp,H]=q[p,H]+[q,H]p=-i\omega\,qF+i\,p^2 .$$

Applying $f$ and cancelling $i$ gives $f(p^2)=\omega f(qF)$. This half makes no use of $\omega\neq0$.

The theorem `hypervirial` states the two identities as a conjunction. Its hypotheses are the commutation relations `h`, the nonzero frequency `hω` and the stationarity `hf`. The two branches of the proof apply `hf` to `p` and to `q * p`.

```lean
/-- Hypervirial identities: under the relations `CavityMatter` and for `ω ≠ 0`, every stationary
functional of the Pauli-Fierz Hamiltonian satisfies `ω ⟨q⟩ = λ ⟨d⟩` and `⟨p²⟩ = ω ⟨q (ω q - λ d)⟩`.
-/
theorem hypervirial (h : CavityMatter q p d K) (hω : ω ≠ 0)
    (hf : Stationary (hamiltonian ω lam q p d K) f) :
    ω * f q = lam * f d ∧ f (p ^ 2) = ω * f (q * (ω • q - lam • d)) := by
  constructor
  · -- stationarity against `p`
    have h1 := hf p
    rw [comm_p h, map_smul, smul_eq_mul] at h1
    have h2 := (mul_eq_zero.mp h1).resolve_left (neg_ne_zero.mpr (mul_ne_zero Complex.I_ne_zero hω))
    rw [cavityField, map_sub, map_smul, map_smul, smul_eq_mul, smul_eq_mul] at h2
    exact sub_eq_zero.mp h2
  · -- stationarity against `q p`
    have h1 := hf (q * p)
    have e : ∀ H : A, q * p * H - H * (q * p) = q * (p * H - H * p) + (q * H - H * q) * p := by
      intro H
      noncomm_ring
    rw [e, comm_p h, comm_q h, mul_smul_comm, smul_mul_assoc, map_add, map_smul, map_smul,
      smul_eq_mul, smul_eq_mul, cavityField] at h1
    rw [pow_two]
    apply mul_left_cancel₀ Complex.I_ne_zero
    linear_combination h1
```

Both identities can fail if $p$ does not commute with $K$. Take $\lambda=0$, $d=0$, $\omega>0$ and $K=-gq$ with real $g\neq0$, which describes a mode driven by a constant external source. All the other commutation relations hold. Completing the square shows that the ground state is an oscillator ground state centred at $g/\omega^2$, so $\omega\langle q\rangle=g/\omega\neq0$, while $\lambda\langle d\rangle=0$. In the second identity, the left side is $\omega/2$ and the right side is $\omega/2+g^2/\omega^2$.

## Unequal field terms and balanced forces on the matter

Multiplying out one factor of $F$ gives $F^2=\omega\,qF-\lambda\,dF$. With the second identity,

$$f(p^2)-f(F^2)=\omega f(qF)-\omega f(qF)+\lambda f(dF)=\lambda f(dF).$$

At $\lambda=0$ this is the equality of kinetic and potential energy in a harmonic oscillator, with each side doubled. With coupling, the difference is $\lambda$ times the correlation between dipole and field.

```lean
/-- Under the relations `CavityMatter` and for `ω ≠ 0`, the stationary imbalance of the two field
terms is set by the correlation of the dipole with the cavity field: `⟨p²⟩ - ⟨F²⟩ = λ ⟨d F⟩`. -/
theorem field_energy_imbalance (h : CavityMatter q p d K) (hω : ω ≠ 0)
    (hf : Stationary (hamiltonian ω lam q p d K) f) :
    f (p ^ 2) - f (cavityField ω lam q d ^ 2) = lam * f (d * cavityField ω lam q d) := by
  have h1 : f (p ^ 2) = ω * f (q * cavityField ω lam q d) := (hypervirial h hω hf).2
  have h2 : cavityField ω lam q d ^ 2
      = ω • (q * cavityField ω lam q d) - lam • (d * cavityField ω lam q d) := by
    rw [← smul_mul_assoc, ← smul_mul_assoc, ← sub_mul, pow_two]
    rfl
  rw [h1, h2, map_sub, map_smul, map_smul, smul_eq_mul, smul_eq_mul]
  ring
```

Now let $P$ be a matter operator, distinct from the photon momentum $p$, that commutes with $q$ and $p$ and has $[P,d]=c$ scalar. Then $[P,F]=-\lambda c$, and the general commutator formula gives

$$0=f([P,H])=f([P,K])-\lambda c\,f(F)=f([P,K]).$$

For clamped nuclei, $P$ can be the total electronic momentum along the polarisation. Then $[P,K]$ is $i$ times the force that the nuclei and any external potential exert on the electrons, and its mean is zero. The cavity adds nothing to the mean balance because $f(F)=0$. The final `linear_combination` inserts this by means of the first hypervirial identity.

```lean
/-- Let `P` commute with `q` and `p` and have a scalar commutator with the dipole, as the total
momentum of the charges does. Under the relations `CavityMatter` and for `ω ≠ 0`, the stationary
mean of `[P, K]` vanishes. -/
theorem matter_force_balance (h : CavityMatter q p d K) (hω : ω ≠ 0)
    (hf : Stationary (hamiltonian ω lam q p d K) f) (P : A) (c : ℂ)
    (hq : Commute P q) (hp : Commute P p) (hd : P * d - d * P = c • (1 : A)) :
    f (P * K - K * P) = 0 := by
  have hF : P * cavityField ω lam q d - cavityField ω lam q d * P
      = (-(lam * c)) • (1 : A) := by
    simp only [cavityField, mul_sub, sub_mul, mul_smul_comm, smul_mul_assoc]
    linear_combination (norm := module) ω • hq.eq - lam • hd
  have hp0 : P * p - p * P = (0 : ℂ) • (1 : A) := by rw [hp.eq, sub_self, zero_smul]
  have h1 := hf P
  rw [comm_hamiltonian P 0 (-(lam * c)) hp0 hF, cavityField] at h1
  simp only [map_add, map_sub, map_smul, smul_eq_mul] at h1
  rw [map_sub]
  -- the mean cavity field drops out by the first hypervirial identity
  linear_combination h1 + lam * c * (hypervirial h hω hf).1
```

## Eigenstates as stationary functionals

The usual quantum-mechanical functional is $X\mapsto\langle\psi,X\psi\rangle$. The definition does not normalise $\psi$. For $\psi\neq0$, the physical mean is this value divided by $\|\psi\|^2$, and the identities above keep their form under that division.

```lean
/-- The map `X ↦ ⟨ψ, X ψ⟩` as a linear functional on operators; it is the expectation value when `ψ`
has norm one. -/
def expectation {V : Type*} [NormedAddCommGroup V] [InnerProductSpace ℂ V] (ψ : V) :
    Module.End ℂ V →ₗ[ℂ] ℂ where
  toFun X := inner ℂ ψ (X ψ)
  map_add' X Y := by simp
  map_smul' c X := by simp
```

Let $H$ be symmetric and $H\psi=E\psi$ with $E$ real. Then

$$\langle\psi,XH\psi\rangle=E\langle\psi,X\psi\rangle,\qquad
\langle\psi,HX\psi\rangle=\langle H\psi,X\psi\rangle=E\langle\psi,X\psi\rangle,$$

and the difference vanishes for every $X$.

In Lean, `Module.End ℂ V` consists of linear maps defined on all of the inner product space `V`, which need not be complete. The operators of a real molecule are unbounded. To apply the theorems through this functional, one must supply a common domain that contains $\psi$ and that $q$, $p$, $d$ and $K$ map into itself; for the force balance, $P$ must do so as well. This can be done when $d$ and $K$ are Hermitian matrices in a finite electronic basis, $\omega$ and $\lambda$ are real with $\omega\neq0$, and the photon space is not truncated: Schwartz functions of the photon coordinate, with values in the electronic space, form such a domain for $q$, $p$, $d$ and $K$. The theorem on force balance does not apply to the total electronic momentum in such a basis, because finite matrices $P$ and $d$ cannot have a nonzero scalar commutator. With the Coulomb potential of point nuclei, a common domain can fail to exist: for the hydrogen ground state $\psi$ without coupling, $K^2d\psi$ is not square-integrable. The identities then need a separate argument, which is not given here.

```lean
/-- The expectation value in an eigenvector of a symmetric Hamiltonian is stationary. -/
theorem stationary_of_eigenstate {V : Type*} [NormedAddCommGroup V] [InnerProductSpace ℂ V]
    {H : Module.End ℂ V} (hH : LinearMap.IsSymmetric H) {ψ : V} {E : ℝ}
    (h : H ψ = (E : ℂ) • ψ) : Stationary H (expectation ψ) := by
  intro X
  have h1 : inner ℂ ψ (H (X ψ)) = inner ℂ (H ψ) (X ψ) := (hH ψ (X ψ)).symm
  change inner ℂ ψ (X (H ψ) - H (X ψ)) = 0
  rw [inner_sub_right, h1, h, map_smul, inner_smul_left, inner_smul_right,
    Complex.conj_ofReal, sub_self]
```

## A solvable mode with a permanent dipole

An explicit example shows that the assumptions are consistent with a functional that is not zero. From here on, $a$ and $b$ are operators and no longer the scalars used above: on complex polynomials, $a$ is the derivative and $b$ is multiplication by the variable. The product rule gives $[a,b]=1$.

```lean
/-- The lowering operator on polynomials, the derivative. -/
def lowering : Module.End ℂ ℂ[X] := Polynomial.derivative

/-- The raising operator on polynomials, multiplication by the variable. -/
def raising : Module.End ℂ ℂ[X] := LinearMap.mulLeft ℂ Polynomial.X
```

Define the photon coordinate with a displacement $s$:

$$q=\tfrac12a+b+s .$$

The textbook form has $1/\sqrt2$ in front of both ladder operators. Here they are rescaled so that no square root appears.

```lean
/-- The photon coordinate on polynomials, displaced by the number `s`. -/
def polyQ (s : ℂ) : Module.End ℂ ℂ[X] := (1 / 2 : ℂ) • lowering + raising + s • 1
```

The matching momentum is $p=-i\left(\tfrac12a-b\right)$, and

$$[q,p]=-i\left(-\tfrac12[a,b]+\tfrac12[b,a]\right)=i .$$

```lean
/-- The photon momentum on polynomials. -/
def polyP : Module.End ℂ ℂ[X] := (-I) • ((1 / 2 : ℂ) • lowering - raising)
```

The constant polynomial $1$ is the vacuum, since $a$ annihilates it. The functional $f(T)$ reads off the constant coefficient of $T1$.

```lean
/-- The vacuum functional: the constant coefficient of an operator applied to `1`. -/
def vacuum : Module.End ℂ ℂ[X] →ₗ[ℂ] ℂ where
  toFun T := (T 1).coeff 0
  map_add' S T := by simp
  map_smul' c T := by simp
```

Set $\omega=1$, $d=\mu$, $K=\varepsilon$ and $s=\lambda\mu$, where $\mu$ and $\varepsilon$ are scalars. The displacement cancels the dipole term, which leaves $F=\tfrac12a+b$ and

$$H=\varepsilon+\tfrac12\left[\left(\tfrac12a+b\right)^2-\left(\tfrac12a-b\right)^2\right]
=\varepsilon+\tfrac12(ab+ba)=ba+\tfrac12+\varepsilon .$$

Thus $H1=(\tfrac12+\varepsilon)1$. Since $ba\,g$ has no constant term for any polynomial $g$, the constant coefficient of $Hg$ is $\tfrac12+\varepsilon$ times that of $g$. The two terms of $f(TH-HT)$ are therefore equal, and $f$ is stationary with $f(1)=1$. In the proof, `hH` is the reduced Hamiltonian, while `h1` and `h2` are its actions on the vacuum and on the constant coefficient. The example has $f(q)=\lambda\mu$, as the first identity requires.

```lean
/-- An explicit instance with `ω = 1`, scalar dipole `μ` and scalar matter energy `ε`: the
polynomial operators obey the commutation relations, and the vacuum functional is stationary
and normalised. -/
theorem cavityMatter_witness (lam μ ε : ℂ) :
    CavityMatter (polyQ (lam * μ)) polyP (μ • 1) (ε • 1) ∧
      Stationary (hamiltonian 1 lam (polyQ (lam * μ)) polyP (μ • 1) (ε • 1)) vacuum ∧
      vacuum 1 = 1 := by
  have ladder : lowering * raising - raising * lowering = 1 := by
    apply LinearMap.ext
    intro g
    change Polynomial.derivative (Polynomial.X * g) - Polynomial.X * Polynomial.derivative g = g
    rw [Polynomial.derivative_mul, Polynomial.derivative_X]
    ring
  refine ⟨⟨?_, ?_, ?_, ?_, ?_⟩, ?_, by simp [vacuum]⟩
  · simp only [polyQ, polyP, mul_add, add_mul, mul_sub, sub_mul, smul_mul_assoc,
      mul_smul_comm, one_mul, mul_one]
    linear_combination (norm := module) I • ladder
  · exact (Commute.one_right _).smul_right μ
  · exact (Commute.one_right _).smul_right ε
  · exact (Commute.one_right _).smul_right μ
  · exact (Commute.one_right _).smul_right ε
  · -- the Hamiltonian is the number operator plus a constant
    have hF : cavityField 1 lam (polyQ (lam * μ)) (μ • 1)
        = (1 / 2 : ℂ) • lowering + raising := by
      simp only [cavityField, polyQ]
      module
    have hP : polyP ^ 2 = -((1 / 2 : ℂ) • lowering - raising) ^ 2 := by
      rw [polyP, smul_pow, neg_sq, Complex.I_sq, neg_smul, one_smul]
    have hH : hamiltonian 1 lam (polyQ (lam * μ)) polyP (μ • 1) (ε • 1)
        = raising * lowering + (1 / 2 + ε) • 1 := by
      rw [hamiltonian, hF, hP]
      simp only [pow_two, mul_add, add_mul, mul_sub, sub_mul, smul_mul_assoc, mul_smul_comm]
      linear_combination (norm := module) (1 / 2 : ℂ) • ladder
    have h1 : ∀ c : ℂ, (raising * lowering + c • 1) (1 : ℂ[X]) = c • (1 : ℂ[X]) := by
      intro c
      simp [raising, lowering]
    have h2 : ∀ (c : ℂ) (g : ℂ[X]),
        ((raising * lowering + c • 1) g).coeff 0 = c * g.coeff 0 := by
      intro c g
      simp [raising, lowering]
    intro T
    rw [hH]
    change (T ((raising * lowering + (1 / 2 + ε) • 1) 1)
      - (raising * lowering + (1 / 2 + ε) • 1) (T 1)).coeff 0 = 0
    rw [h1, map_smul, Polynomial.coeff_sub, h2, Polynomial.coeff_smul, smul_eq_mul, sub_self]

end

end PauliFierzHypervirial
```

```lean
#print axioms PauliFierzHypervirial.hypervirial
#print axioms PauliFierzHypervirial.field_energy_imbalance
#print axioms PauliFierzHypervirial.matter_force_balance
#print axioms PauliFierzHypervirial.stationary_of_eigenstate
```

```
'PauliFierzHypervirial.hypervirial' depends on axioms: [propext, Classical.choice, Quot.sound]
'PauliFierzHypervirial.field_energy_imbalance' depends on axioms: [propext, Classical.choice, Quot.sound]
'PauliFierzHypervirial.matter_force_balance' depends on axioms: [propext, Classical.choice, Quot.sound]
'PauliFierzHypervirial.stationary_of_eigenstate' depends on axioms: [propext, Classical.choice, Quot.sound]
```
